# Net force on a periodic one-dimensional density: none from a smooth energy density e(n, n′), but possibly some from the small-gradient LB94 term

If an exchange-correlation potential exerts a net force on the density that generated it, an adiabatic time-dependent Kohn–Sham simulation can gain total momentum with no external force. This sheet examines that defect for positive, periodic densities in one dimension. It compares potentials derived from a smooth energy density with one term of a potential that was modelled directly.

## Potential, stress and force

Let \(n(x)\) be a density that varies only along \(x\), \(g=n'\) its gradient and \(e(n,g)\) the energy density. If \(n\) is a density per unit volume, the energies and forces obtained by integrating over \(x\) are per unit cross-sectional area. Subscripts on \(e\) denote partial derivatives.

```lean
import Mathlib

open Real

namespace ZeroForceLB94

noncomputable section
```

The partial derivatives are the Fréchet derivative of \(e\) applied to the directions \((1,0)\) and \((0,1)\).

```lean
/-- The partial derivative of the energy density `e(n, g)` with respect to the density `n`. -/
def densityPartial (e : ℝ × ℝ → ℝ) (p : ℝ × ℝ) : ℝ := fderiv ℝ e p (1, 0)

/-- The partial derivative of the energy density `e(n, g)` with respect to the gradient `g`. -/
def gradientPartial (e : ℝ × ℝ → ℝ) (p : ℝ × ℝ) : ℝ := fderiv ℝ e p (0, 1)
```

The Euler–Lagrange potential is \(v=e_n-(e_g)'\), where the outer prime is the derivative along \(x\) of \(e_g(n(x),n'(x))\).

```lean
/-- The Euler-Lagrange potential `v = e_n(n, n') - (e_g(n, n'))'` of the energy `∫ e(n, n')`. -/
def potential (e : ℝ × ℝ → ℝ) (n : ℝ → ℝ) (x : ℝ) : ℝ :=
  densityPartial e (n x, deriv n x) - deriv (fun y => gradientPartial e (n y, deriv n y)) x
```

The stress is \(S=nv-e+n'e_g\). Its sign is that of a pressure.

```lean
/-- The stress `n v - e + n' e_g` of a density in its own Euler-Lagrange potential. -/
def stress (e : ℝ × ℝ → ℝ) (n : ℝ → ℝ) (x : ℝ) : ℝ :=
  n x * potential e n x - e (n x, deriv n x) + deriv n x * gradientPartial e (n x, deriv n x)
```

The name `force` stands for \(\int_a^b n v'\,dx\); the mechanical force on the electrons is minus this.

```lean
/-- The integral of `n v'` over the segment from `a` to `b`. -/
def force (n v : ℝ → ℝ) (a b : ℝ) : ℝ := ∫ x in a..b, n x * deriv v x
```

The LB94 potential of van Leeuwen and Baerends adds to the local-density potential the correction
\[
-\beta n^{1/3}\frac{\xi^2}{1+3\beta\,\xi\operatorname{arsinh}\xi},\qquad \xi=\frac{|n'|}{n^{4/3}},
\]
where \(n\) is the density of one spin channel per unit volume and \(\xi\) is its reduced gradient. Setting the denominator to one, as for small reduced gradients, leaves the term below. The constant \(\beta\) sets the strength of the gradient correction; here it may be any real number. The force found for this term below is that on one spin channel; in an unpolarised system both channels contribute equally, so the total is twice as large.

```lean
/-- The small-gradient LB94 term `v = -β n'² n^(-7/3)`, for positive densities. -/
def lb94 (β : ℝ) (n : ℝ → ℝ) (x : ℝ) : ℝ := -β * deriv n x ^ 2 * n x ^ (-(7 / 3) : ℝ)
```

## (a) Smoothness of a derivative

Let \(f\) be \(C^k\) and \(m+1\le k\). Show that \(f'\) is \(C^m\).

The Fréchet derivative \(Df\) is \(C^m\), and \(f'(x)=Df(x)[1]\) is its value on a fixed vector. Evaluation is linear, so no smoothness is lost.

```lean
/-- If `f` is C^k and `m + 1 ≤ k`, then the derivative of `f` is C^m. -/
lemma smooth_deriv {f : ℝ → ℝ} {m k : WithTop ℕ∞} (hf : ContDiff ℝ k f) (h : m + 1 ≤ k) :
    ContDiff ℝ m (deriv f) :=
  (hf.fderiv_right h).clm_apply contDiff_const
```

## (b) Periodicity of a derivative

Let \(f(x+T)=f(x)\) for all \(x\). Show that \(f'(x+T)=f'(x)\).

Differentiate both sides of the first equation; the shift has derivative one.

```lean
/-- The derivative of a periodic function is periodic. -/
lemma periodic_deriv {f : ℝ → ℝ} {T : ℝ} (hf : Function.Periodic f T) :
    Function.Periodic (deriv f) T := by
  intro x
  rw [← deriv_comp_add_const, show (fun y => f (y + T)) = f from funext hf]
```

## (c) Partial derivatives along the density

Let \(e\) be \(C^3\) for \(n>0\), and let \(n(x)\) be positive and \(C^3\). Show that \(x\mapsto De(n,n')[w]\) is \(C^2\) for each fixed direction \(w\).

On the open half-plane \(n>0\), \(De\) is \(C^2\). The path \(x\mapsto(n,n')\) is \(C^2\) by (a) and stays in that half-plane. The composition is therefore \(C^2\), and so is its value on \(w\). In Lean these are `hE`, `hp` and the last line. The condition on \(e\) is `ContDiffOn`, so its behaviour at \(n\le0\) is irrelevant.

```lean
/-- For `e` three times continuously differentiable at positive densities, its first partial
derivatives along a positive C³ density are C² functions of position. -/
lemma smooth_partial {e : ℝ × ℝ → ℝ} {n : ℝ → ℝ} (he : ContDiffOn ℝ 3 e {p | 0 < p.1})
    (hn : ContDiff ℝ 3 n) (hpos : ∀ x, 0 < n x) (w : ℝ × ℝ) :
    ContDiff ℝ 2 (fun x => fderiv ℝ e (n x, deriv n x) w) := by
  have hE : ContDiffOn ℝ 2 (fderiv ℝ e) {p | 0 < p.1} :=
    he.fderiv_of_isOpen (isOpen_lt continuous_const continuous_fst) (by norm_num)
  have hp : ContDiff ℝ 2 (fun x => (n x, deriv n x)) :=
    (hn.of_le (by norm_num)).prodMk (smooth_deriv hn (by norm_num))
  exact (hE.comp_contDiff hp hpos).clm_apply contDiff_const
```

## (d) Smoothness of the potential

Under the same conditions, show that \(v\) is \(C^1\).

By (c), \(e_n\) and \(e_g\) are \(C^2\) along the density. By (a), \((e_g)'\) is \(C^1\), and so is the difference \(e_n-(e_g)'\).

```lean
/-- For `e` C³ at positive densities, the Euler-Lagrange potential of a positive C³ density is
continuously differentiable. -/
lemma smooth_potential {e : ℝ × ℝ → ℝ} {n : ℝ → ℝ} (he : ContDiffOn ℝ 3 e {p | 0 < p.1})
    (hn : ContDiff ℝ 3 n) (hpos : ∀ x, 0 < n x) : ContDiff ℝ 1 (potential e n) :=
  ((smooth_partial he hn hpos (1, 0)).of_le (by norm_num)).sub
    (smooth_deriv (smooth_partial he hn hpos (0, 1)) (by norm_num))
```

## (e) Local force balance

Under the same conditions, show that \(S'=nv'\) at every point.

The three terms of \(S\) have the derivatives
\[
\begin{aligned}
(nv)'&=n'v+nv',\\
e'&=n'e_n+n''e_g,\\
(n'e_g)'&=n''e_g+n'(e_g)'.
\end{aligned}
\]
The terms \(n''e_g\) cancel, so
\[
S'=nv'+n'\bigl[v-e_n+(e_g)'\bigr]=nv',
\]
because the bracket vanishes by the definition of \(v\).

In the proof, `hE` is the chain rule for \(e\), and `hlin` splits its direction into the two partial derivatives. The final `linear_combination` multiplies the definition of \(v\) by \(n'\). Periodicity is not used.

```lean
/-- Local force balance: for `e` C³ at positive densities and a positive C³ density, the derivative
of the stress is `n v'`, where `v` is the Euler-Lagrange potential. The mechanical force density is
`-n v'`. -/
theorem stress_hasDerivAt {e : ℝ × ℝ → ℝ} {n : ℝ → ℝ} (he : ContDiffOn ℝ 3 e {p | 0 < p.1})
    (hn : ContDiff ℝ 3 n) (hpos : ∀ x, 0 < n x) (x : ℝ) :
    HasDerivAt (stress e n) (n x * deriv (potential e n) x) x := by
  have h1 : HasDerivAt n (deriv n x) x := (hn.differentiable (by norm_num) x).hasDerivAt
  have h2 : HasDerivAt (deriv n) (deriv (deriv n) x) x :=
    ((smooth_deriv (m := 2) hn (by norm_num)).differentiable (by norm_num) x).hasDerivAt
  have hv := ((smooth_potential he hn hpos).differentiable (by norm_num) x).hasDerivAt
  have hg : HasDerivAt (fun y => gradientPartial e (n y, deriv n y))
      (deriv (fun y => gradientPartial e (n y, deriv n y)) x) x :=
    ((smooth_partial he hn hpos (0, 1)).differentiable (by norm_num) x).hasDerivAt
  -- chain rule for the energy density along the profile
  have hlin : fderiv ℝ e (n x, deriv n x) (deriv n x, deriv (deriv n) x) =
      deriv n x * densityPartial e (n x, deriv n x) +
        deriv (deriv n) x * gradientPartial e (n x, deriv n x) := by
    have hw : (deriv n x, deriv (deriv n) x) =
        deriv n x • ((1, 0) : ℝ × ℝ) + deriv (deriv n) x • ((0, 1) : ℝ × ℝ) := by
      ext <;> simp
    rw [hw, map_add, map_smul, map_smul]
    rfl
  have hU : {p : ℝ × ℝ | 0 < p.1} ∈ nhds (n x, deriv n x) :=
    (isOpen_lt continuous_const continuous_fst).mem_nhds (hpos x)
  have hE : HasDerivAt (fun y => e (n y, deriv n y))
      (fderiv ℝ e (n x, deriv n x) (deriv n x, deriv (deriv n) x)) x :=
    ((he.contDiffAt hU).differentiableAt (by norm_num)).hasFDerivAt.comp_hasDerivAt x
      (h1.prodMk h2)
  rw [hlin] at hE
  have hdef : potential e n x = densityPartial e (n x, deriv n x) -
      deriv (fun y => gradientPartial e (n y, deriv n y)) x := rfl
  refine (((h1.fun_mul hv).fun_sub hE).fun_add (h2.fun_mul hg)).congr_deriv ?_
  linear_combination deriv n x * hdef
```

## (f) Force on a segment

Under the same conditions, show that \(\int_a^b nv'\,dx=S(b)-S(a)\).

Integrate (e). The integrand is continuous by (d), so the fundamental theorem of calculus applies.

```lean
/-- For `e` C³ at positive densities and a positive C³ density, the integral of `n v'` over any
segment, with `v` the Euler-Lagrange potential, is the stress at its end minus the stress at its
start. -/
theorem force_eq_stress_sub {e : ℝ × ℝ → ℝ} {n : ℝ → ℝ}
    (he : ContDiffOn ℝ 3 e {p | 0 < p.1}) (hn : ContDiff ℝ 3 n) (hpos : ∀ x, 0 < n x)
    (a b : ℝ) : force n (potential e n) a b = stress e n b - stress e n a := by
  have hc : Continuous (deriv (potential e n)) :=
    (smooth_deriv (m := 0) (smooth_potential he hn hpos) (by norm_num)).continuous
  exact intervalIntegral.integral_eq_sub_of_hasDerivAt
    (fun x _ => stress_hasDerivAt he hn hpos x) ((hn.continuous.mul hc).intervalIntegrable a b)
```

## (g) Force over a period

Let \(n\) also have period \(T\). Show that \(\int_0^T nv'\,dx=0\).

By (b), \(n'\) is periodic. Hence \(e\), \(e_n\) and \(e_g\) are periodic along the density, and by (b) again so is \((e_g)'\). Therefore \(S(T)=S(0)\), and (f) gives zero. The long `rw` carries out these replacements.

In the local-density limit \(e\) does not depend on \(g\), and \(S=ne_n-e\) is the familiar local pressure.

```lean
/-- Zero-force theorem: for `e` C³ at positive densities, the Euler-Lagrange potential of a
positive, C³, periodic density exerts no net force over a period. -/
theorem zero_force {e : ℝ × ℝ → ℝ} {n : ℝ → ℝ} {T : ℝ}
    (he : ContDiffOn ℝ 3 e {p | 0 < p.1}) (hn : ContDiff ℝ 3 n) (hpos : ∀ x, 0 < n x)
    (hT : Function.Periodic n T) : force n (potential e n) 0 T = 0 := by
  have hd := periodic_deriv hT
  have hg : Function.Periodic (fun y => gradientPartial e (n y, deriv n y)) T := by
    intro x
    simp only [hT x, hd x]
  -- the stress takes the same value at both ends of the period
  rw [force_eq_stress_sub he hn hpos, stress, stress, potential, potential,
    hT.eq, hd.eq, (periodic_deriv hg).eq, sub_self]
```

## (h) Force of the LB94 term

Now let \(v=-\beta n'^2n^{-7/3}\), with \(n\) positive, \(C^2\) and \(T\)-periodic. Show that
\[
\int_0^T nv'\,dx=\beta\int_0^T n'^3n^{-7/3}\,dx .
\]

Integrate by parts:
\[
\int_0^T nv'\,dx=\bigl[nv\bigr]_0^T-\int_0^T n'v\,dx .
\]
The boundary term vanishes by periodicity (`hb` for the factor \(v\)), and inserting \(v\) in the last integral gives the result.

```lean
/-- For a positive, C², periodic density and the small-gradient LB94 term `v`, the integral of
`n v'` over a period (minus the mechanical force) is `β ∫ n'³ n^(-7/3)`. -/
theorem lb94_force (β : ℝ) {n : ℝ → ℝ} {T : ℝ} (hn : ContDiff ℝ 2 n) (hpos : ∀ x, 0 < n x)
    (hT : Function.Periodic n T) :
    force n (lb94 β n) 0 T = β * ∫ x in (0 : ℝ)..T, deriv n x ^ 3 * n x ^ (-(7 / 3) : ℝ) := by
  have hd : ContDiff ℝ 1 (deriv n) := smooth_deriv hn (by norm_num)
  have hv : ContDiff ℝ 1 (lb94 β n) :=
    (contDiff_const.mul (hd.pow 2)).mul
      ((hn.of_le (by norm_num)).rpow_const_of_ne fun x => (hpos x).ne')
  have hc : Continuous (deriv (lb94 β n)) := (smooth_deriv (m := 0) hv (by norm_num)).continuous
  -- integration by parts; the boundary terms cancel by periodicity
  rw [force, intervalIntegral.integral_mul_deriv_eq_deriv_mul
    (fun x _ => (hn.differentiable (by norm_num) x).hasDerivAt)
    (fun x _ => (hv.differentiable (by norm_num) x).hasDerivAt)
    (hd.continuous.intervalIntegrable 0 T) (hc.intervalIntegrable 0 T)]
  have hb : lb94 β n T = lb94 β n 0 := by
    rw [lb94, lb94, hT.eq, (periodic_deriv hT).eq]
  rw [hb, hT.eq, sub_self, zero_sub, ← intervalIntegral.integral_neg,
    ← intervalIntegral.integral_const_mul]
  congr 1
  funext x
  rw [lb94]
  ring
```

## (i) Densities with a mirror point

Suppose also that \(n(c-x)=n(x)\) for some \(c\), so that \(c/2\) is a mirror point. Show that the force in (h) is zero.

Put \(f=n'^3n^{-7/3}\). Since \(n'(c-x)=-n'(x)\), we have \(f(c-x)=-f(x)\), and
\[
-\int_0^T f\,dx=\int_0^T f(c-x)\,dx=\int_{c-T}^{c}f\,dx=\int_0^T f\,dx .
\]
The last step uses periodicity. Hence the integral is zero. A density such as \(2+\sin x\) therefore cannot reveal the defect.

```lean
/-- If a positive, C², periodic density is mirror symmetric about the point `c/2`, the net force
of the small-gradient LB94 term over a period vanishes. -/
theorem lb94_force_of_mirror (β : ℝ) {n : ℝ → ℝ} {T c : ℝ} (hn : ContDiff ℝ 2 n)
    (hpos : ∀ x, 0 < n x) (hT : Function.Periodic n T) (hc : ∀ x, n (c - x) = n x) :
    force n (lb94 β n) 0 T = 0 := by
  rw [lb94_force β hn hpos hT]
  set f : ℝ → ℝ := fun x => deriv n x ^ 3 * n x ^ (-(7 / 3) : ℝ) with hf
  have hodd : ∀ x, f (c - x) = -f x := by
    intro x
    have h : deriv n x = -deriv n (c - x) := by
      rw [← deriv_comp_const_sub, show (fun y => n (c - y)) = n from funext hc]
    simp only [hf, hc x, h]
    ring
  have hper : Function.Periodic f T := by
    intro x
    simp only [hf, hT x, periodic_deriv hT x]
  -- reflection maps one period onto another and reverses the sign of the integrand
  have h1 : ∫ x in (0 : ℝ)..T, f (c - x) = ∫ x in (c - T)..(c - 0), f x :=
    intervalIntegral.integral_comp_sub_left f c
  have h2 := hper.intervalIntegral_add_eq (c - T) 0
  rw [sub_add_cancel, zero_add] at h2
  simp only [hodd, intervalIntegral.integral_neg, sub_zero] at h1
  have h3 : ∫ x in (0 : ℝ)..T, f x = 0 := by linarith
  rw [h3, mul_zero]
```

## (j) A trigonometric integral

Show that \(\int_0^{2\pi}(\cos x+\cos2x)^3dx=3\pi/2\).

Expand the cube. The integrals of \(\cos^3x\), \(\cos^32x\) and \(\cos x\cos^22x\) vanish. What remains is
\[
3\int_0^{2\pi}\cos^2x\cos2x\,dx
=\frac32\int_0^{2\pi}(\cos2x+\cos^22x)\,dx=\frac{3\pi}{2}.
\]
Lean instead differentiates an explicit antiderivative, \(\tfrac34x+\sin x\,P(\cos x)\) with a polynomial \(P\). The sine vanishes at both ends, which leaves \(\tfrac34\cdot2\pi\).

```lean
/-- The integral of `(cos x + cos 2x)³` over `[0, 2π]` is `3π/2`. -/
lemma integral_cos_cube :
    ∫ x in (0 : ℝ)..(2 * π), (Real.cos x + Real.cos (2 * x)) ^ 3 = 3 * π / 2 := by
  have hF : ∀ x : ℝ, HasDerivAt (fun y : ℝ => 3 / 4 * y + Real.sin y * (31 / 15 + Real.cos y *
      (7 / 4 + Real.cos y * (-7 / 15 + Real.cos y * (1 / 6 + Real.cos y *
      (12 / 5 + 4 / 3 * Real.cos y))))))
      ((Real.cos x + Real.cos (2 * x)) ^ 3) x := by
    intro x
    have hc := Real.hasDerivAt_cos x
    have h5 := (hc.const_mul (4 / 3 : ℝ)).const_add (12 / 5 : ℝ)
    have h4 := (hc.fun_mul h5).const_add (1 / 6 : ℝ)
    have h3 := (hc.fun_mul h4).const_add (-7 / 15 : ℝ)
    have h2 := (hc.fun_mul h3).const_add (7 / 4 : ℝ)
    have h1 := (hc.fun_mul h2).const_add (31 / 15 : ℝ)
    refine (((hasDerivAt_id' x).const_mul (3 / 4 : ℝ)).fun_add
      ((Real.hasDerivAt_sin x).fun_mul h1)).congr_deriv ?_
    rw [Real.cos_two_mul]
    linear_combination (-(20 / 3 * Real.cos x ^ 4 + 48 / 5 * Real.cos x ^ 3 +
      1 / 2 * Real.cos x ^ 2 - 14 / 15 * Real.cos x + 7 / 4)) * Real.sin_sq_add_cos_sq x
  rw [intervalIntegral.integral_eq_sub_of_hasDerivAt (fun x _ => hF x)
    (Continuous.intervalIntegrable (by fun_prop) _ _)]
  simp only [Real.sin_two_pi, Real.sin_zero]
  ring
```

## (k) A density with a net force

Take \(n=s^{9/2}\) with \(s=2+\sin x+\tfrac12\sin2x\). Show that the LB94 term of (h) gives
\[
\int_0^{2\pi}nv'\,dx=\frac{2187\pi\beta}{16}.
\]

Since \(s\ge\tfrac12\), the density is positive and smooth. With \(s'=\cos x+\cos2x\) and \(n'=\tfrac92s^{7/2}s'\),
\[
n'^3n^{-7/3}=\frac{729}{8}\,s^{21/2}s'^3s^{-21/2}=\frac{729}{8}(\cos x+\cos2x)^3 .
\]
By (h) and (j) the integral is \(\beta\cdot\frac{729}{8}\cdot\frac{3\pi}{2}\), as required. In Lean, `hcancel` removes the powers of \(s\), and `hint` is the displayed identity.

Together with (g) this has a consequence, which is not stated as a theorem here: for \(\beta\ne0\), no energy density \(e(n,n')\) that is \(C^3\) at positive densities has this term as its Euler–Lagrange potential for every positive, smooth, periodic density.

The full LB94 potential is not treated here, because its denominator has been set to one. The reduced gradient of this density is about 1.6 at \(x=0\) and about 5.2 at \(x=11\pi/6\), which is not small, so the value belongs to the truncated term.

```lean
/-- For the density `n = (2 + sin x + sin(2x)/2)^(9/2)` and its small-gradient LB94 term `v`, the
integral of `n v'` over the period `[0, 2π]` (minus the mechanical force) is `2187 π β / 16`. -/
theorem lb94_force_value (β : ℝ) :
    let n : ℝ → ℝ := fun x => (2 + Real.sin x + Real.sin (2 * x) / 2) ^ (9 / 2 : ℝ)
    force n (lb94 β n) 0 (2 * π) = 2187 * π * β / 16 := by
  intro n
  have hs : ∀ x : ℝ, 0 < 2 + Real.sin x + Real.sin (2 * x) / 2 := fun x => by
    linarith [Real.neg_one_le_sin x, Real.neg_one_le_sin (2 * x)]
  have hn : ContDiff ℝ 2 n :=
    ContDiff.rpow_const_of_ne (by fun_prop) fun x => (hs x).ne'
  have hT : Function.Periodic n (2 * π) := by
    intro x
    have h : Real.sin (2 * (x + 2 * π)) = Real.sin (2 * x) := by
      rw [show 2 * (x + 2 * π) = 2 * x + 2 * π + 2 * π by ring, Real.sin_add_two_pi,
        Real.sin_add_two_pi]
    simp only [n, h, Real.sin_add_two_pi]
  rw [lb94_force β hn (fun x => Real.rpow_pos_of_pos (hs x) _) hT]
  -- the powers of the base cancel in the integrand
  have hint : ∀ x, deriv n x ^ 3 * n x ^ (-(7 / 3) : ℝ) =
      729 / 8 * (Real.cos x + Real.cos (2 * x)) ^ 3 := by
    intro x
    have h2 : HasDerivAt (fun y : ℝ => Real.sin (2 * y)) (Real.cos (2 * x) * (2 * 1)) x :=
      ((hasDerivAt_id' x).const_mul (2 : ℝ)).sin
    have hb : HasDerivAt (fun y : ℝ => 2 + Real.sin y + Real.sin (2 * y) / 2)
        (Real.cos x + Real.cos (2 * x)) x :=
      (((Real.hasDerivAt_sin x).const_add 2).fun_add (h2.div_const 2)).congr_deriv (by ring)
    have hd : deriv n x = (Real.cos x + Real.cos (2 * x)) * (9 / 2) *
        (2 + Real.sin x + Real.sin (2 * x) / 2) ^ (9 / 2 - 1 : ℝ) :=
      (hb.rpow_const (Or.inl (hs x).ne')).deriv
    have hcancel : ∀ s : ℝ, 0 < s →
        (s ^ (9 / 2 - 1 : ℝ)) ^ 3 * (s ^ (9 / 2 : ℝ)) ^ (-(7 / 3) : ℝ) = 1 := by
      intro s h
      rw [← Real.rpow_natCast, ← Real.rpow_mul h.le, ← Real.rpow_mul h.le, ← Real.rpow_add h]
      norm_num
    rw [hd]
    linear_combination 729 / 8 * (Real.cos x + Real.cos (2 * x)) ^ 3 * hcancel _ (hs x)
  simp only [hint]
  rw [intervalIntegral.integral_const_mul, integral_cos_cube]
  ring

end

end ZeroForceLB94
```

```lean
#print axioms ZeroForceLB94.zero_force
-- 'ZeroForceLB94.zero_force' depends on axioms: [propext, Classical.choice, Quot.sound]
#print axioms ZeroForceLB94.lb94_force_of_mirror
-- 'ZeroForceLB94.lb94_force_of_mirror' depends on axioms: [propext, Classical.choice, Quot.sound]
#print axioms ZeroForceLB94.lb94_force_value
-- 'ZeroForceLB94.lb94_force_value' depends on axioms: [propext, Classical.choice, Quot.sound]
```
